# A differentiable barrier function of a symmetric reaction family has slope one half at zero reaction energy

## A fitted slope of 0.3 breaks detailed balance

If I fit the barriers of a symmetric reaction family to a line with slope 0.3 and use that line in both directions, my kinetic model contradicts its own thermodynamics. For reaction energy \(D\), the forward and reverse barriers then differ by \(0.6\,D\), when they should differ by \(D\).

The physical claim is that microscopic reversibility fixes the slope at \(D=0\) to one half, whatever the shape of the barrier curve, provided that it is differentiable there. How is this made rigorous, what freedom is left in the curve, and can the argument be machine-checked?

## Reversibility fixes the odd part of the barrier

Let \(f(D)\) be the forward barrier at reaction energy \(D\), the energy of the products minus that of the reactants. Both directions cross the same transition state, so the reverse barrier is \(f(D)-D\). In a symmetric family the reversed reaction is also a member, with energy \(-D\), so its barrier is \(f(-D)\). Hence

\[ f(D)-D=f(-D)\quad\text{for all } D. \]

**Even part.** Put \(g(D)=f(D)-D/2\). Subtracting \(D/2\) from \(f(D)=f(-D)+D\) gives \(g(D)=f(-D)+D/2=g(-D)\). Conversely, if \(f(D)=D/2+g(D)\) with \(g\) even, then \(f(D)-D=-D/2+g(-D)=f(-D)\). The condition therefore fixes the odd part of \(f\) as \(D/2\) and leaves the even part free.

**Slopes.** Differentiate \(f(x)=f(-x)+x\) at \(x=-D\). The chain rule gives

\[ f'(-D)=-f'(D)+1, \]

so \(f'(D)+f'(-D)=1\). At \(D=0\) this reads \(2f'(0)=1\).

**Polynomials.** For \(f(D)=\sum_n a_nD^n\), comparing coefficients in \(f(D)-D=f(-D)\) gives \(a_n-\delta_{n1}=(-1)^na_n\). For even \(n\) this always holds. For odd \(n\) it says \(2a_n=\delta_{n1}\), so \(a_1=1/2\) and the higher odd coefficients vanish. In degree at most two, what remains is \(c+D/2+kD^2\).

**The Marcus barrier.** With intrinsic barrier \(c\neq0\), the barrier at \(D=0\), expansion gives

\[ c\left(1+\frac{D}{4c}\right)^2=c+\frac D2+\frac{D^2}{16c}, \]

with slope \(1/2+D/(8c)\).

To single out this value of \(k\), take \(c>0\) and require that \(c+D/2+kD^2\) is never negative and vanishes at some \(D_0\). Physically, the barrier just disappears at one reaction energy. At \(D=-4c\), nonnegativity reads \(c(16ck-1)\ge0\), so \(16ck\ge1\). Multiplying the equation at \(D_0\) by \(16c\) gives

\[ (4c+D_0)^2+(16ck-1)D_0^2=0. \]

Both terms are nonnegative, so both vanish. Thus \(D_0=-4c\neq0\) and \(k=1/(16c)\). Conversely, the Marcus barrier is \(c\) times a square and vanishes at \(D=-4c\).

Here is the Lean file for these statements.

```lean
import Mathlib

open Polynomial

namespace ReversibleBarrier

noncomputable section

/-- Microscopic reversibility in a symmetric reaction family: the reverse barrier `f D - D`
is the forward barrier of the reaction with energy `-D`. -/
def MicroReversible (f : ℝ → ℝ) : Prop := ∀ D, f D - D = f (-D)

/-- The Marcus barrier with intrinsic barrier `c` at reaction energy `D`. -/
def marcus (c D : ℝ) : ℝ := c * (1 + D / (4 * c)) ^ 2

/-- A barrier function is microscopically reversible exactly when it is half the reaction
energy plus an even function of the reaction energy. -/
theorem microReversible_iff_even_part (f : ℝ → ℝ) :
    MicroReversible f ↔
      ∃ g : ℝ → ℝ, (∀ D, g (-D) = g D) ∧ ∀ D, f D = D / 2 + g D := by
  constructor
  · intro hf
    refine ⟨fun D => f D - D / 2, fun D => ?_, fun D => by ring⟩
    have h := hf D
    change f (-D) - (-D) / 2 = f D - D / 2
    linarith
  · rintro ⟨g, hg, h⟩ D
    rw [h D, h (-D), hg D]
    ring

/-- If a microscopically reversible barrier function has slope `a` at reaction energy `D`, it has
slope `1 - a` at `-D`. -/
theorem hasDerivAt_reverse {f : ℝ → ℝ} (hf : MicroReversible f) {a D : ℝ}
    (h : HasDerivAt f a D) : HasDerivAt f (1 - a) (-D) := by
  -- the barrier written through that of the reversed reaction
  have e : f = fun x => f (-x) + x := by
    funext x
    have := hf x
    linarith
  have hneg : HasDerivAt (fun x : ℝ => -x) (-1) (-D) := (hasDerivAt_id' (-D)).fun_neg
  have h' : HasDerivAt f a ((fun x : ℝ => -x) (-D)) := by simpa using h
  have h2 : HasDerivAt (fun x => f (-x)) (a * -1) (-D) :=
    HasDerivAt.comp (h := fun x : ℝ => -x) (-D) h' hneg
  rw [e]
  exact (h2.fun_add (hasDerivAt_id' (-D))).congr_deriv (by ring)

/-- If a microscopically reversible barrier function is differentiable at `D`, its slopes at
reaction energies `D` and `-D` sum to one. -/
theorem slope_add_slope_reverse {f : ℝ → ℝ} (hf : MicroReversible f) {D : ℝ}
    (hd : DifferentiableAt ℝ f D) : deriv f D + deriv f (-D) = 1 := by
  rw [(hasDerivAt_reverse hf hd.hasDerivAt).deriv]
  ring

/-- If a microscopically reversible barrier function is differentiable at zero reaction energy, its
slope there is one half. -/
theorem slope_thermoneutral {f : ℝ → ℝ} (hf : MicroReversible f)
    (hd : DifferentiableAt ℝ f 0) : deriv f 0 = 1 / 2 := by
  have h := slope_add_slope_reverse hf hd
  rw [neg_zero] at h
  linarith

/-- A polynomial barrier of any degree is microscopically reversible exactly when its linear
coefficient is one half and all its other odd coefficients vanish. -/
theorem polynomial_iff (p : ℝ[X]) :
    MicroReversible (fun D => p.eval D) ↔
      ∀ n, Odd n → p.coeff n = if n = 1 then 1 / 2 else 0 := by
  -- reversibility as an identity between polynomials
  have key : MicroReversible (fun D => p.eval D) ↔ p - X = p.comp (C (-1) * X) := by
    constructor
    · intro h
      apply Polynomial.funext
      intro D
      have := h D
      simpa [eval_comp] using this
    · intro h D
      have := congrArg (eval D) h
      simpa [eval_comp] using this
  rw [key, Polynomial.ext_iff]
  -- compare coefficients
  constructor
  · intro h n hn
    have := h n
    rw [coeff_sub, coeff_X, comp_C_mul_X_coeff, hn.neg_one_pow] at this
    split_ifs at this ⊢ <;> first | linarith | omega
  · intro h n
    rw [coeff_sub, coeff_X, comp_C_mul_X_coeff]
    rcases Nat.even_or_odd n with hn | hn
    · have h1 : 1 ≠ n := by
        rintro rfl
        exact absurd hn (by decide)
      rw [hn.neg_one_pow, if_neg h1]
      ring
    · rw [hn.neg_one_pow, h n hn]
      split_ifs <;> first | omega | norm_num

/-- A polynomial barrier of degree at most two is microscopically reversible exactly when it
has the form `c + D / 2 + k * D ^ 2`. -/
theorem quadratic_iff (p : ℝ[X]) (hp : p.natDegree ≤ 2) :
    MicroReversible (fun D => p.eval D) ↔
      ∃ c k : ℝ, ∀ D, p.eval D = c + D / 2 + k * D ^ 2 := by
  constructor
  · intro h
    have h1 := (polynomial_iff p).mp h 1 odd_one
    rw [if_pos rfl] at h1
    refine ⟨p.coeff 0, p.coeff 2, fun D => ?_⟩
    rw [eval_eq_sum_range' (show p.natDegree < 3 by omega)]
    simp only [Finset.sum_range_succ, Finset.sum_range_zero, h1]
    ring
  · rintro ⟨c, k, h⟩ D
    simp only [h]
    ring

/-- For `c ≠ 0`, the Marcus barrier is the intrinsic barrier plus half the reaction energy plus a
quadratic term with coefficient `1 / (16 * c)`. -/
theorem marcus_expand {c : ℝ} (hc : c ≠ 0) (D : ℝ) :
    marcus c D = c + D / 2 + 1 / (16 * c) * D ^ 2 := by
  unfold marcus
  field_simp
  ring

/-- For `c ≠ 0`, the slope of the Marcus barrier at reaction energy `D` is `1 / 2 + D / (8 * c)`. -/
theorem marcus_slope {c : ℝ} (hc : c ≠ 0) (D : ℝ) :
    HasDerivAt (marcus c) (1 / 2 + D / (8 * c)) D := by
  have e : marcus c = fun x => (c + x / 2) + x * x / (16 * c) := by
    funext x
    rw [marcus_expand hc]
    ring
  have hx := hasDerivAt_id' D
  rw [e]
  exact (((hx.div_const 2).const_add c).fun_add
    ((hx.fun_mul hx).div_const (16 * c))).congr_deriv (by ring)

/-- For a positive intrinsic barrier `c`, the barrier `c + D / 2 + k * D ^ 2` is nowhere
negative and vanishes at some reaction energy exactly when it is the Marcus barrier. -/
theorem marcus_iff_touches_zero {c : ℝ} (hc : 0 < c) (k : ℝ) :
    ((∀ D : ℝ, 0 ≤ c + D / 2 + k * D ^ 2) ∧ ∃ D : ℝ, c + D / 2 + k * D ^ 2 = 0) ↔
      ∀ D : ℝ, c + D / 2 + k * D ^ 2 = marcus c D := by
  constructor
  · rintro ⟨hpos, D₀, hD⟩
    have h1 : 0 ≤ 16 * c * k - 1 := by
      have h := hpos (-4 * c)
      exact le_of_mul_le_mul_left (a := c) (by linarith) hc
    -- complete the square at the zero of the barrier
    have e : (4 * c + D₀) ^ 2 + (16 * c * k - 1) * D₀ ^ 2 = 0 := by
      linear_combination 16 * c * hD
    have s : (4 * c + D₀) ^ 2 = 0 :=
      le_antisymm (by linarith [mul_nonneg h1 (sq_nonneg D₀)]) (sq_nonneg _)
    have hD₀ : D₀ = -4 * c := by
      have := (pow_eq_zero_iff two_ne_zero).mp s
      linarith
    rw [hD₀] at hD
    have h2 : c * (16 * c * k - 1) = 0 := by linear_combination hD
    have h3 := (mul_eq_zero.mp h2).resolve_left hc.ne'
    have hk : k = 1 / (16 * c) := by
      rw [eq_div_iff (by positivity)]
      linarith
    intro D
    rw [marcus_expand hc.ne', hk]
  · intro h
    refine ⟨fun D => ?_, -(4 * c), ?_⟩
    · rw [h D]
      exact mul_nonneg hc.le (sq_nonneg _)
    · rw [h, marcus, neg_div, div_self (by positivity)]
      ring

end

end ReversibleBarrier
```

```lean
#print axioms ReversibleBarrier.slope_thermoneutral
-- 'ReversibleBarrier.slope_thermoneutral' depends on axioms: [propext, Classical.choice, Quot.sound]
#print axioms ReversibleBarrier.quadratic_iff
-- 'ReversibleBarrier.quadratic_iff' depends on axioms: [propext, Classical.choice, Quot.sound]
#print axioms ReversibleBarrier.marcus_slope
-- 'ReversibleBarrier.marcus_slope' depends on axioms: [propext, Classical.choice, Quot.sound]
#print axioms ReversibleBarrier.marcus_iff_touches_zero
-- 'ReversibleBarrier.marcus_iff_touches_zero' depends on axioms: [propext, Classical.choice, Quot.sound]
```

## What the Lean statements say about barriers

A barrier curve is a function `f : ℝ → ℝ`, and `MicroReversible f` is the displayed condition for every real `D`. It combines the shared transition state with the assumption that one function of the reaction energy describes the whole family. That assumption is a hypothesis about the chemistry and is not derived from potential energy surfaces. Nor does the definition require barriers to be nonnegative.

- `microReversible_iff_even_part` is the equivalence with "half the reaction energy plus an even function". It needs no differentiability.
- `hasDerivAt_reverse` says that slope `a` at `D` gives slope `1 - a` at `-D`, including the fact that `f` is differentiable at `-D`.
- `slope_add_slope_reverse` and `slope_thermoneutral` state the sum rule and the value one half. They assume differentiability only at `D` and at `0` respectively.
- `polynomial_iff` covers polynomials of every degree, and `quadratic_iff` those with `natDegree` at most two. The straight line is the case `k = 0`.
- `marcus_expand` and `marcus_slope` assume `c ≠ 0`; `marcus_iff_touches_zero` assumes `0 < c`.

The Marcus formula enters as a definition. Its derivation from intersecting parabolas, and the rate theory built on it, are not part of the file.

For simulation practice, the result constrains barriers estimated from computed reaction energies, in symmetric families where the reaction energy is the only descriptor.

## How the proofs follow the algebra

For the even part, the proof supplies `fun D => f D - D / 2` as \(g\), and `linarith` checks its symmetry.

In `hasDerivAt_reverse`, the equation `e` rewrites `f` as `fun x => f (-x) + x`. `HasDerivAt.comp` is the chain rule and gives the derivative `a * -1` of the reflected function at `-D`; adding the derivative of `x` yields `1 - a`. The two slope theorems then follow by arithmetic.

In `polynomial_iff`, the step `key` turns equality at all real `D` into an equality of polynomials, using `Polynomial.funext`. Reflection becomes composition with `C (-1) * X`, which multiplies the coefficient of index `n` by \((-1)^n\). Comparing coefficients at odd `n` gives the forward direction; the converse checks even and odd `n` separately. `quadratic_iff` takes the linear coefficient from this theorem and writes the polynomial out as three terms.

In `marcus_iff_touches_zero`, `h1` is the inequality from \(D=-4c\), `e` is the completed square, and `s` says that its first term vanishes. Substituting the resulting `D₀` into the zero condition gives `hk`, the value of `k`. The converse evaluates the Marcus barrier at `-(4 * c)`.

## Asymmetric families and fitting scripts

A different model would use two functions, \(f\) for the forward family and \(r\) for the reverse one, with \(r(-D)=f(D)-D\). Differentiating by hand gives \(f'(D)+r'(-D)=1\). The slopes still sum to one, but neither need be one half at \(D=0\): that value comes from the symmetry \(r=f\).

In a fitting script for a symmetric family, subtract \(D/2\) from each computed barrier, fit the remainder with even powers of \(D\), for example \(1\) and \(D^2\), and add \(D/2\) back to the fit. The resulting curve gives forward and reverse barriers that differ by exactly \(D\), whatever the scatter in the data.
